# Hamilton's equations for the Andersen barostat are equivalent to the real-variable equations of motion

For a potential energy $U$ that is differentiable everywhere and a volume that stays positive, Hamilton's equations of the Andersen Hamiltonian

$$H=V^{-2/3}\frac{\|q\|^2}{2m}+U(V^{1/3}s)+\frac{y^2}{2W}+PV$$

should say the same thing as the equations of motion for the real positions $r=V^{1/3}s$ and momenta $p=V^{-1/3}q$. Here $s$ and $q$ are the scaled positions and momenta, $V$ is the cell volume, $y$ the piston momentum, $m$ the particle mass, $W$ the piston mass and $P$ the external pressure. I know the change of variables from molecular dynamics, but I have only seen it done in one direction. Can the equivalence be made rigorous and machine-checked, with actual gradients of $H$?

## Both directions hold for nonzero masses

Yes. With $F=-\nabla U(r)$, Hamilton's equations hold if and only if $y=WV'$ and

$$r'=\frac pm+\frac{V'}{3V}r,\qquad p'=F-\frac{V'}{3V}p,\qquad WV''=\Pi-P,$$

where $\Pi=(\|p\|^2/m+\langle r,F\rangle)/(3V)$ is the instantaneous internal pressure.

Start with the derivatives of $H$. Three of them are immediate:

$$\nabla_qH=\frac{V^{-2/3}}{m}q,\qquad \nabla_sH=V^{1/3}\nabla U(r)=-V^{1/3}F,\qquad \partial_yH=\frac yW.$$

The volume enters the kinetic term, the argument of $U$ and the term $PV$, so

$$\partial_VH=-\frac23V^{-5/3}\frac{\|q\|^2}{2m}+\frac13V^{-2/3}\langle\nabla U(r),s\rangle+P.$$

Since $\|p\|^2=V^{-2/3}\|q\|^2$ and $V^{-2/3}s=r/V$, this is

$$\partial_VH=-\frac{\|p\|^2}{3mV}-\frac{\langle r,F\rangle}{3V}+P=P-\Pi.$$

Hamilton's equations therefore read

$$s'=\frac{V^{-2/3}}{m}q,\qquad q'=V^{1/3}F,\qquad V'=\frac yW,\qquad y'=\Pi-P.$$

The product rule now gives the real-variable equations:

$$r'=V^{1/3}s'+\frac{V'}{3V}V^{1/3}s=\frac{V^{-1/3}q}{m}+\frac{V'}{3V}r=\frac pm+\frac{V'}{3V}r,$$

$$p'=V^{-1/3}q'-\frac{V'}{3V}V^{-1/3}q=F-\frac{V'}{3V}p.$$

The third Hamilton equation gives $y=WV'$, and the fourth then becomes $WV''=\Pi-P$.

For the converse, write $s=V^{-1/3}r$ and $q=V^{1/3}p$ and differentiate again:

$$s'=V^{-1/3}\Big(r'-\frac{V'}{3V}r\Big)=\frac{V^{-1/3}p}{m}=\frac{V^{-2/3}}{m}q,$$

$$q'=V^{1/3}\Big(p'+\frac{V'}{3V}p\Big)=V^{1/3}F.$$

The relation $y=WV'$ returns $V'=y/W$, and its derivative returns $y'=\Pi-P$.

The Lean file below carries this out.

```lean
import Mathlib

namespace AndersenBarostat

noncomputable section

variable {E : Type*} [NormedAddCommGroup E] [InnerProductSpace ℝ E] [CompleteSpace E]

/-- The Andersen Hamiltonian in scaled positions `s`, scaled momenta `q`, volume `V` and
piston momentum `y`. -/
def andersenH (m W P : ℝ) (U : E → ℝ) (s q : E) (V y : ℝ) : ℝ :=
  V ^ (-(2 / 3) : ℝ) * (‖q‖ ^ 2 / (2 * m)) + U (V ^ (1 / 3 : ℝ) • s) + y ^ 2 / (2 * W) + P * V

/-- The force, minus the gradient of the potential energy. -/
def force (U : E → ℝ) (x : E) : E := -gradient U x

/-- The instantaneous internal pressure: kinetic part plus virial, over three volumes. -/
def internalPressure (m : ℝ) (U : E → ℝ) (r p : E) (V : ℝ) : ℝ :=
  (‖p‖ ^ 2 / m + inner ℝ r (force U r)) / (3 * V)

/-- The trajectory `x` multiplied by the power `a` of the instantaneous volume. -/
def rescale (a : ℝ) (V : ℝ → ℝ) (x : ℝ → E) (t : ℝ) : E := V t ^ a • x t

/-- Hamilton's equations of the Andersen Hamiltonian. -/
structure HamiltonEquations (m W P : ℝ) (U : E → ℝ) (s q : ℝ → E) (V y : ℝ → ℝ) : Prop where
  s_eq : ∀ t, HasDerivAt s (gradient (fun x => andersenH m W P U (s t) x (V t) (y t)) (q t)) t
  q_eq : ∀ t, HasDerivAt q (-gradient (fun x => andersenH m W P U x (q t) (V t) (y t)) (s t)) t
  V_eq : ∀ t, HasDerivAt V (deriv (fun x => andersenH m W P U (s t) (q t) (V t) x) (y t)) t
  y_eq : ∀ t, HasDerivAt y (-deriv (fun x => andersenH m W P U (s t) (q t) x (y t)) (V t)) t

/-- Andersen's equations of motion for real positions `r`, real momenta `p` and volume `V`. -/
structure RealEquations (m W P : ℝ) (U : E → ℝ) (r p : ℝ → E) (V : ℝ → ℝ) : Prop where
  volume : ∀ t, DifferentiableAt ℝ V t
  position : ∀ t, DifferentiableAt ℝ r t ∧
    p t = m • (deriv r t - (deriv V t / (3 * V t)) • r t)
  momentum : ∀ t, HasDerivAt p (force U (r t) - (deriv V t / (3 * V t)) • p t) t
  piston : ∀ t, HasDerivAt (fun τ => W * deriv V τ)
    (internalPressure m U (r t) (p t) (V t) - P) t

omit [CompleteSpace E] in
/-- The squared real momentum is the squared scaled momentum times `V^(-2/3)`. -/
theorem norm_sq_real_momentum {V : ℝ} (hV : 0 < V) (q : E) :
    ‖V ^ (-(1 / 3) : ℝ) • q‖ ^ 2 = V ^ (-(2 / 3) : ℝ) * ‖q‖ ^ 2 := by
  have h : (V ^ (-(1 / 3) : ℝ)) ^ 2 = V ^ (-(2 / 3) : ℝ) := by
    rw [sq, ← Real.rpow_add hV]
    congr 1
    norm_num
  rw [norm_smul, mul_pow, Real.norm_eq_abs, sq_abs, h]

omit [CompleteSpace E] in
/-- In real variables the Andersen Hamiltonian is the enthalpy plus the kinetic energy of
the piston. -/
theorem andersenH_eq_enthalpy (m W P : ℝ) (U : E → ℝ) (s q : E) {V : ℝ} (hV : 0 < V) (y : ℝ) :
    andersenH m W P U s q V y =
      (‖V ^ (-(1 / 3) : ℝ) • q‖ ^ 2 / (2 * m) + U (V ^ (1 / 3 : ℝ) • s) + P * V)
        + y ^ 2 / (2 * W) := by
  rw [norm_sq_real_momentum hV, andersenH]
  ring

/-- The gradient of the Hamiltonian in the scaled momentum is `V^(-2/3) q / m`. -/
theorem hasGradientAt_q (m W P : ℝ) (U : E → ℝ) (s q : E) (V y : ℝ) :
    HasGradientAt (fun x => andersenH m W P U s x V y) ((V ^ (-(2 / 3) : ℝ) / m) • q) q := by
  have h := ((hasStrictFDerivAt_norm_sq q).hasFDerivAt.const_mul
    (V ^ (-(2 / 3) : ℝ) / (2 * m))).add_const (U (V ^ (1 / 3 : ℝ) • s) + y ^ 2 / (2 * W) + P * V)
  have hf : (fun x => andersenH m W P U s x V y) = fun x : E =>
      V ^ (-(2 / 3) : ℝ) / (2 * m) * ‖x‖ ^ 2
        + (U (V ^ (1 / 3 : ℝ) • s) + y ^ 2 / (2 * W) + P * V) := by
    funext x
    simp only [andersenH]
    ring
  rw [hasGradientAt_iff_hasFDerivAt, hf]
  refine HasFDerivAt.congr_fderiv h ?_
  refine ContinuousLinearMap.ext fun v => ?_
  change (V ^ (-(2 / 3) : ℝ) / (2 * m)) * ((2 : ℕ) • inner ℝ q v)
    = inner ℝ ((V ^ (-(2 / 3) : ℝ) / m) • q) v
  rw [real_inner_smul_left, nsmul_eq_mul]
  push_cast
  ring

/-- The gradient of the Hamiltonian in the scaled position is minus `V^(1/3)` times the force. -/
theorem hasGradientAt_s (m W P : ℝ) {U : E → ℝ} (hU : Differentiable ℝ U) (s q : E) (V y : ℝ) :
    HasGradientAt (fun x => andersenH m W P U x q V y)
      (-(V ^ (1 / 3 : ℝ) • force U (V ^ (1 / 3 : ℝ) • s))) s := by
  have hs : HasFDerivAt (fun x : E => V ^ (1 / 3 : ℝ) • x)
      (V ^ (1 / 3 : ℝ) • ContinuousLinearMap.id ℝ E) s :=
    (V ^ (1 / 3 : ℝ) • ContinuousLinearMap.id ℝ E).hasFDerivAt
  have h := ((((hU (V ^ (1 / 3 : ℝ) • s)).hasGradientAt.hasFDerivAt.comp s hs).const_add
    (V ^ (-(2 / 3) : ℝ) * (‖q‖ ^ 2 / (2 * m)))).add_const (y ^ 2 / (2 * W))).add_const (P * V)
  rw [hasGradientAt_iff_hasFDerivAt]
  simp only [force, smul_neg, neg_neg]
  refine HasFDerivAt.congr_fderiv h ?_
  refine ContinuousLinearMap.ext fun v => ?_
  change inner ℝ (gradient U (V ^ (1 / 3 : ℝ) • s)) (V ^ (1 / 3 : ℝ) • v)
    = inner ℝ (V ^ (1 / 3 : ℝ) • gradient U (V ^ (1 / 3 : ℝ) • s)) v
  rw [real_inner_smul_left, real_inner_smul_right]

omit [CompleteSpace E] in
/-- The derivative of the Hamiltonian in the piston momentum is `y / W`. -/
theorem hasDerivAt_y (m W P : ℝ) (U : E → ℝ) (s q : E) (V y : ℝ) :
    HasDerivAt (fun x => andersenH m W P U s q V x) (y / W) y := by
  have h := ((((hasDerivAt_id' y).fun_pow 2).div_const (2 * W)).const_add
    (V ^ (-(2 / 3) : ℝ) * (‖q‖ ^ 2 / (2 * m)) + U (V ^ (1 / 3 : ℝ) • s))).add_const (P * V)
  refine h.congr_deriv ?_
  norm_num
  ring

/-- A power of the volume has logarithmic derivative `a / V`. -/
theorem hasDerivAt_power (a : ℝ) {V : ℝ} (hV : 0 < V) :
    HasDerivAt (fun v : ℝ => v ^ a) (a * V ^ a / V) V := by
  refine (Real.hasDerivAt_rpow_const (Or.inl hV.ne')).congr_deriv ?_
  rw [Real.rpow_sub_one hV.ne']
  ring

/-- The derivative of the Hamiltonian in the volume is the external pressure minus the
internal pressure. -/
theorem hasDerivAt_V (m W P : ℝ) {U : E → ℝ} (hU : Differentiable ℝ U) (s q : E) {V : ℝ}
    (hV : 0 < V) (y : ℝ) :
    HasDerivAt (fun v => andersenH m W P U s q v y)
      (P - internalPressure m U (V ^ (1 / 3 : ℝ) • s) (V ^ (-(1 / 3) : ℝ) • q) V) V := by
  have h1 := (hasDerivAt_power (-(2 / 3)) hV).mul_const (‖q‖ ^ 2 / (2 * m))
  have h2 : HasDerivAt (fun v : ℝ => U (v ^ (1 / 3 : ℝ) • s))
      (inner ℝ (gradient U (V ^ (1 / 3 : ℝ) • s)) ((1 / 3 * V ^ (1 / 3 : ℝ) / V) • s)) V := by
    have hg : HasFDerivAt U (InnerProductSpace.toDual ℝ E (gradient U (V ^ (1 / 3 : ℝ) • s)))
        (V ^ (1 / 3 : ℝ) • s) := (hU (V ^ (1 / 3 : ℝ) • s)).hasGradientAt.hasFDerivAt
    have hc : HasDerivAt (fun v : ℝ => v ^ (1 / 3 : ℝ) • s)
        ((1 / 3 * V ^ (1 / 3 : ℝ) / V) • s) V := (hasDerivAt_power (1 / 3) hV).smul_const s
    have hgc := hg.comp_hasDerivAt V hc
    exact hgc
  have h3 := (hasDerivAt_id' V).const_mul P
  refine (((h1.fun_add h2).fun_add (hasDerivAt_const V (y ^ 2 / (2 * W)))).fun_add
    h3).congr_deriv ?_
  rw [internalPressure, norm_sq_real_momentum hV, force, inner_neg_right,
    real_inner_smul_left, real_inner_smul_right,
    real_inner_comm s (gradient U (V ^ (1 / 3 : ℝ) • s))]
  ring

omit [CompleteSpace E] in
/-- A trajectory has velocity `x'` exactly when its rescaling by `V^a` has the rescaled
velocity plus a dilation term `a V'/V` times the rescaled trajectory. -/
theorem hasDerivAt_rescale_iff (a : ℝ) {V : ℝ → ℝ} (hV : ∀ t, 0 < V t) {x : ℝ → E} {x' : E}
    {v t : ℝ} (dV : HasDerivAt V v t) :
    HasDerivAt x x' t ↔
      HasDerivAt (rescale a V x) (V t ^ a • x' + (a * v / V t) • rescale a V x t) t := by
  have key : ∀ (b : ℝ) (z : ℝ → E) (z' : E), HasDerivAt z z' t →
      HasDerivAt (rescale b V z) (V t ^ b • z' + (b * v / V t) • rescale b V z t) t := by
    intro b z z' hz
    have hb : HasDerivAt (fun τ => V τ ^ b) (b * V t ^ b / V t * v) t :=
      (hasDerivAt_power b (hV t)).comp t dV
    refine (hb.smul hz).congr_deriv ?_
    simp only [rescale]
    module
  refine ⟨key a x x', fun h => ?_⟩
  -- undo the scaling with the opposite power
  have hinv : ∀ τ, V τ ^ (-a) * V τ ^ a = 1 := fun τ => by
    rw [← Real.rpow_add (hV τ), neg_add_cancel, Real.rpow_zero]
  have hx : rescale (-a) V (rescale a V x) = x := by
    funext τ
    simp only [rescale]
    rw [smul_smul, hinv, one_smul]
  have h' := key (-a) _ _ h
  rw [hx] at h'
  refine h'.congr_deriv ?_
  simp only [rescale]
  linear_combination (norm := module) hinv t • x' + (a * v / V t) • hinv t • x t

/-- Hamilton's equations of the Andersen Hamiltonian hold exactly when `r = V^(1/3) s` and
`p = V^(-1/3) q` obey Andersen's real-variable equations and the piston momentum is `W V'`. -/
theorem hamilton_iff_real {m W : ℝ} (P : ℝ) (hm : m ≠ 0) (hW : W ≠ 0) {U : E → ℝ}
    (hU : Differentiable ℝ U) {s q : ℝ → E} {V y : ℝ → ℝ} (hV : ∀ t, 0 < V t) :
    HamiltonEquations m W P U s q V y ↔
      RealEquations m W P U (rescale (1 / 3) V s) (rescale (-(1 / 3)) V q) V ∧
        ∀ t, y t = W * deriv V t := by
  -- the powers of the volume that meet in the equations of motion
  have hLC : ∀ t, V t ^ (1 / 3 : ℝ) * V t ^ (-(2 / 3) : ℝ) = V t ^ (-(1 / 3) : ℝ) := fun t => by
    rw [← Real.rpow_add (hV t)]
    congr 1
    norm_num
  have hAL : ∀ t, V t ^ (-(1 / 3) : ℝ) * V t ^ (1 / 3 : ℝ) = 1 := fun t => by
    rw [← Real.rpow_add (hV t), neg_add_cancel, Real.rpow_zero]
  have hF : ∀ (t : ℝ) (F : E), V t ^ (-(1 / 3) : ℝ) • (V t ^ (1 / 3 : ℝ) • F)
      + (-(1 / 3) * deriv V t / V t) • rescale (-(1 / 3)) V q t
      = F - (deriv V t / (3 * V t)) • rescale (-(1 / 3)) V q t := fun t F => by
    linear_combination (norm := module) hAL t • F
  constructor
  · intro h
    have dV : ∀ t, HasDerivAt V (y t / W) t := fun t => by
      have h0 := h.V_eq t
      rwa [(hasDerivAt_y m W P U (s t) (q t) (V t) (y t)).deriv] at h0
    have hy : ∀ t, y t = W * deriv V t := fun t => by
      rw [(dV t).deriv, mul_div_cancel₀ _ hW]
    have dV' : ∀ t, HasDerivAt V (deriv V t) t := fun t => (dV t).differentiableAt.hasDerivAt
    refine ⟨⟨fun t => (dV t).differentiableAt, fun t => ?_, fun t => ?_, fun t => ?_⟩, hy⟩
    · have hs := h.s_eq t
      rw [(hasGradientAt_q m W P U (s t) (q t) (V t) (y t)).gradient] at hs
      have hr := (hasDerivAt_rescale_iff (1 / 3) hV (dV' t)).1 hs
      refine ⟨hr.differentiableAt, ?_⟩
      have e : V t ^ (-(1 / 3) : ℝ) = m * (V t ^ (1 / 3 : ℝ) * (V t ^ (-(2 / 3) : ℝ) / m)) := by
        rw [← hLC t, ← mul_div_assoc, mul_div_cancel₀ _ hm]
      rw [hr.deriv]
      simp only [rescale]
      linear_combination (norm := module) e • q t
    · have hq := h.q_eq t
      rw [(hasGradientAt_s m W P hU (s t) (q t) (V t) (y t)).gradient, neg_neg] at hq
      exact ((hasDerivAt_rescale_iff (-(1 / 3)) hV (dV' t)).1 hq).congr_deriv (hF t _)
    · have h4 := h.y_eq t
      rw [(hasDerivAt_V m W P hU (s t) (q t) (hV t) (y t)).deriv, neg_sub] at h4
      rw [← (funext hy : y = fun τ => W * deriv V τ)]
      exact h4
  · rintro ⟨h, hy⟩
    have dV' : ∀ t, HasDerivAt V (deriv V t) t := fun t => (h.volume t).hasDerivAt
    refine ⟨fun t => ?_, fun t => ?_, fun t => ?_, fun t => ?_⟩
    · obtain ⟨hr, hp⟩ := h.position t
      rw [(hasGradientAt_q m W P U (s t) (q t) (V t) (y t)).gradient]
      refine (hasDerivAt_rescale_iff (1 / 3) hV (dV' t)).2 (hr.hasDerivAt.congr_deriv ?_)
      -- solve the momentum relation for the velocity
      have hv : deriv (rescale (1 / 3) V s) t = m⁻¹ • rescale (-(1 / 3)) V q t
          + (deriv V t / (3 * V t)) • rescale (1 / 3) V s t := by
        rw [hp, smul_smul, inv_mul_cancel₀ hm, one_smul, sub_add_cancel]
      have e : m⁻¹ * V t ^ (-(1 / 3) : ℝ) = V t ^ (1 / 3 : ℝ) * (V t ^ (-(2 / 3) : ℝ) / m) := by
        rw [← hLC t]
        ring
      rw [hv]
      simp only [rescale]
      linear_combination (norm := module) e • q t
    · rw [(hasGradientAt_s m W P hU (s t) (q t) (V t) (y t)).gradient, neg_neg]
      exact (hasDerivAt_rescale_iff (-(1 / 3)) hV (dV' t)).2
        ((h.momentum t).congr_deriv (hF t _).symm)
    · rw [(hasDerivAt_y m W P U (s t) (q t) (V t) (y t)).deriv]
      refine (dV' t).congr_deriv ?_
      rw [hy t, mul_div_cancel_left₀ _ hW]
    · rw [(hasDerivAt_V m W P hU (s t) (q t) (hV t) (y t)).deriv, neg_sub]
      have h4 := h.piston t
      rw [← (funext hy : y = fun τ => W * deriv V τ)] at h4
      exact h4

/-- A free particle of unit mass and momentum `k` in a cell of constant unit volume solves
Hamilton's equations at external pressure `‖k‖² / 3`. -/
theorem hamilton_witness (k : E) :
    HamiltonEquations 1 1 (‖k‖ ^ 2 / 3) (fun _ : E => (0 : ℝ))
      (fun t => t • k) (fun _ => k) (fun _ => 1) (fun _ => 0) := by
  have hU : Differentiable ℝ (fun _ : E => (0 : ℝ)) := differentiable_const 0
  refine ⟨fun t => ?_, fun t => ?_, fun t => ?_, fun t => ?_⟩
  · rw [(hasGradientAt_q _ _ _ _ _ _ _ _).gradient]
    refine ((hasDerivAt_id' t).smul_const k).congr_deriv ?_
    simp
  · rw [(hasGradientAt_s _ _ _ hU _ _ _ _).gradient]
    refine (hasDerivAt_const t k).congr_deriv ?_
    simp [force, gradient]
  · rw [(hasDerivAt_y _ _ _ _ _ _ _ _).deriv]
    refine (hasDerivAt_const t (1 : ℝ)).congr_deriv ?_
    simp
  · rw [(hasDerivAt_V _ _ _ hU _ _ one_pos _).deriv]
    refine (hasDerivAt_const t (0 : ℝ)).congr_deriv ?_
    simp [internalPressure, force, gradient]

end

end AndersenBarostat
```

```lean
#print axioms AndersenBarostat.andersenH_eq_enthalpy
-- 'AndersenBarostat.andersenH_eq_enthalpy' depends on axioms: [propext, Classical.choice, Quot.sound]
#print axioms AndersenBarostat.hamilton_iff_real
-- 'AndersenBarostat.hamilton_iff_real' depends on axioms: [propext, Classical.choice, Quot.sound]
```

## What `hamilton_iff_real` says about the model

All particle coordinates together form one vector in `E`, a complete real inner product space. For $N$ particles in three dimensions, take $\mathbb R^{3N}$ with its Euclidean inner product. There is one common mass `m`. The exponents and the factor $3V$ are those of an isotropic three-dimensional cell, whatever the dimension of `E`.

`HamiltonEquations` contains the four canonical equations, with `gradient` and `deriv` applied to `andersenH` itself. `RealEquations` describes the motion in real variables. Its position clause is written as $p=m(r'-V'r/(3V))$, which is the usual equation for $r'$ once one divides by $m\neq0$. Its piston clause says that $WV'$ has derivative $\Pi-P$. `rescale (1 / 3) V s` is the real trajectory $r$, and `rescale (-(1 / 3)) V q` is $p$. The relation $y=WV'$ stands separately because the real-variable equations do not mention $y$.

The hypotheses are that `U` is differentiable everywhere, which includes every potential that is $C^1$ on all of `E`, that $V(t)>0$ at all real times, and that `m` and `W` are nonzero. Physically both masses are positive; $W$ is the inertia assigned to the volume and sets how quickly the cell responds to a pressure imbalance. The theorem compares given trajectories and does not show that solutions exist. Potentials that diverge when two particles meet, such as Lennard-Jones and Coulomb, are not differentiable everywhere, so the theorem as stated does not cover them. The calculation by hand uses differentiability only at the points $r(t)$, so it also applies to these potentials along trajectories without collisions.

`U` depends on the volume only through $r$. A periodic system whose energy also depends explicitly on the cell, through image sums for example, would have a further term in the pressure. Anisotropic cells and discrete time steps are not treated either.

For constant-pressure simulation, the result means that scaled and real variables describe the same exact classical trajectories, within this model of equal masses, an isotropic cell and no explicit volume dependence in $U$.

As for energy, `andersenH_eq_enthalpy` rewrites $H$ at a single instant as

$$\frac{\|p\|^2}{2m}+U(r)+PV+\frac{y^2}{2W},$$

the instantaneous enthalpy plus the piston's kinetic energy, which equals $WV'^2/2$ along the motion. That this sum is constant in time follows from the usual chain-rule argument for a Hamiltonian without explicit time dependence, but the file contains no conservation theorem.

## How the proof undoes the scaling

The lemmas `hasGradientAt_q`, `hasGradientAt_s`, `hasDerivAt_y` and `hasDerivAt_V` establish the four derivatives of $H$. The last uses `hasDerivAt_power` for the powers of $V$, the chain rule for $U(V^{1/3}s)$, and `norm_sq_real_momentum` to identify $\|p\|^2$ with $V^{-2/3}\|q\|^2$.

The two-way step is `hasDerivAt_rescale_iff`. It states that $x$ has derivative $x'$ exactly when $V^ax$ has derivative

$$V^ax'+\frac{aV'}{V}V^ax.$$

The forward direction is the product rule, proved inside the lemma as `key` for every exponent. The converse applies `key` to $V^ax$ with exponent $-a$: the powers multiply to one and the two dilation terms cancel.

The main theorem uses this lemma with $a=1/3$ for positions and $a=-1/3$ for momenta. The auxiliary statement `hLC` is $V^{1/3}V^{-2/3}=V^{-1/3}$, which turns the scaled velocity into $p/m$. `hF` does the corresponding work for the force. The calls to `linear_combination (norm := module)` multiply such scalar identities by vectors and collect terms. For the piston, $y=WV'$ holds at all times, so the two functions are equal and one can replace the other under the derivative.

## The constant-volume case

If $V$ is constant, the dilation terms vanish and the equations reduce to $r'=p/m$ and $p'=F$. The piston equation then requires $\Pi=P$ at every instant, which a general fixed-volume trajectory does not satisfy.

A free particle satisfies it when $P$ is chosen to match its internal pressure, and `hamilton_witness` gives an example: $m=W=V=1$, $U=0$, $s(t)=tk$, $q(t)=k$ and $y=0$. Its internal pressure is always $\|k\|^2/3$, equal to the chosen external pressure. With $k=0$ the particle is at rest and both pressures are zero.
